# A Bethe-lattice CPA alloy has no states near the upper band edge of its higher-level component

## Levels, hopping and the CPA equation

A binary alloy has A sites with level eA and B sites with level eB. Each site is, independently of the others, B with probability p and A with probability 1 − p. The electrons are non-interacting, with one orbital per site, and only the levels are random. The coherent potential approximation (CPA) replaces the surroundings of a site by an averaged medium with local Green function G. On the Bethe lattice, in the limit of large coordination with suitably scaled hopping, coupling to the medium adds the hybridization function t²G to the level of a site, and G must equal the site average:

G = (1 − p)/(E − eA − t²G) + p/(E − eB − t²G).

For a pure crystal with level e this gives a semicircular band from e − 2t to e + 2t, which fixes the convention for t.

Throughout, d = eB − eA, and the two denominators are

a = E − eA − t²G,  b = E − eB − t²G,  so a = b + d.

In Lean, `denom eA t E G` is a, `denom eB t E G` is b, and `IsCPA p eA eB t E G` is the equation. The levels, t, p and E are real numbers, and G is complex.

```lean
import Mathlib

namespace BetheCPAEdge

noncomputable section

/-- The denominator `E - e - t² G` of a site with level `e` in a Bethe-lattice medium with
Green function `G` and hopping parameter `t`. -/
def denom (e t E : ℝ) (G : ℂ) : ℂ := ((E - e : ℝ) : ℂ) - ((t ^ 2 : ℝ) : ℂ) * G

/-- The Bethe-lattice CPA equation for an alloy with a fraction `p` of B sites and `1 - p` of
A sites. It is meant for `G` at which neither denominator vanishes, as when `t > 0` and
`Im G < 0`. -/
def IsCPA (p eA eB t E : ℝ) (G : ℂ) : Prop :=
  G = ((1 - p : ℝ) : ℂ) / denom eA t E G + ((p : ℝ) : ℂ) / denom eB t E G
```

An alloy state at energy E means a solution with Im G < 0, since the density of states is −Im G/π. The main theorem says that for eA < eB, 0 ≤ p < 1 and t > 0 there is δ > 0 such that no real E > eB + 2t − δ has such a solution. The proof supplies the value

δ = d(1 − p)t²/(d + t)²,

which the file calls `edgeShift`. It is a lower bound on the inward shift of the edge, and the actual edge may lie lower still.

```lean
/-- The energy `d (1-p) t²/(d + t)²` with `d = eB - eA`, meant for `d + t ≠ 0`. For `eA < eB`,
`0 ≤ p ≤ 1` and `t > 0` it is a lower bound on the distance of the upper CPA edge below the pure-B
edge `eB + 2t` (see `energy_le`). -/
def edgeShift (p eA eB t : ℝ) : ℝ :=
  (eB - eA) * ((1 - p) * t ^ 2 / (eB - eA + t) ^ 2)
```

## Nonzero hopping with a fixed sign: t > 0

The hopping parameter couples a site to its medium and sets the half-width 2t of a pure band. Taking real and imaginary parts gives

Re a = E − eA − t² Re G,  Im a = −t² Im G,

and likewise for b. If t > 0 and Im G < 0, both imaginary parts are positive, so neither denominator vanishes and |a|², |b|² can be divided by. `denom_re` and `denom_im` compute the parts. `normSq_denom_pos` derives a contradiction from a vanishing denominator by looking at its imaginary part; `Complex.normSq` is the squared modulus.

```lean
variable {p eA eB t E : ℝ} {G : ℂ}

/-- The real part of the denominator is `E - e - t² Re G`. -/
lemma denom_re (e t E : ℝ) (G : ℂ) : (denom e t E G).re = E - e - t ^ 2 * G.re := by
  simp only [denom, Complex.sub_re, Complex.ofReal_re, Complex.re_ofReal_mul]

/-- The imaginary part of the denominator is `-t² Im G`. -/
lemma denom_im (e t E : ℝ) (G : ℂ) : (denom e t E G).im = -(t ^ 2 * G.im) := by
  simp only [denom, Complex.sub_im, Complex.ofReal_im, Complex.im_ofReal_mul]
  ring

/-- For `t > 0` and `Im G < 0` the denominator has positive squared modulus. -/
lemma normSq_denom_pos (e E : ℝ) (ht : 0 < t) (hG : G.im < 0) :
    0 < Complex.normSq (denom e t E G) := by
  refine Complex.normSq_pos.2 fun h => ?_
  have him := congrArg Complex.im h
  rw [denom_im, Complex.zero_im] at him
  linarith [mul_neg_of_pos_of_neg (pow_pos ht 2) hG]
```

At t = 0 the right-hand side of the CPA equation is real, so there are no solutions with Im G < 0 and the conclusion holds only formally: the isolated levels are then delta peaks in the density of states, which this criterion does not see. Negative t is different. The equation contains only t², but eB + 2t then becomes the lower edge of the pure-B band. With p = 1/16, eA = −1, eB = 0 and t = −1, the value G = 3/4 − i/2 is a solution at E = 3/4, far above eB + 2t = −2.

## A nonzero density of states: Im G < 0

This condition selects energies at which the medium has states, with the sign of the retarded Green function. Since Im(1/a) = −Im a/|a|² = t² Im G/|a|², the imaginary part of the CPA equation is

Im G = Im G · [(1 − p)t²/|a|² + p t²/|b|²].

Cancelling Im G leaves a sum rule for two weights:

α = (1 − p)t²/|a|²,  β = p t²/|b|²,  α + β = 1.

In `weight_sum_rule` the cancellation is `mul_left_cancel₀ hG.ne`, where `hG` is the hypothesis Im G < 0.

```lean
/-- Sum rule: at a CPA solution with `Im G < 0` the weights `(1-p) t²/|E - eA - t²G|²` and
`p t²/|E - eB - t²G|²` add up to one. -/
theorem weight_sum_rule (hG : G.im < 0) (h : IsCPA p eA eB t E G) :
    (1 - p) * t ^ 2 / Complex.normSq (denom eA t E G)
      + p * t ^ 2 / Complex.normSq (denom eB t E G) = 1 := by
  have him := congrArg Complex.im h
  simp only [Complex.add_im, Complex.div_im, Complex.ofReal_re, Complex.ofReal_im,
    denom_im] at him
  -- every term carries a factor Im G, which cancels
  apply mul_left_cancel₀ hG.ne
  linear_combination -him
```

The real part of the equation is

Re G = (1 − p) Re a/|a|² + p Re b/|b|².

Multiplying by t² and using the sum rule gives

t² Re G = α Re a + β Re b = E − t² Re G − α eA − β eB,

and therefore

E = 2t² Re G + α eA + β eB.

`re_eq` is the real part, and `energy_balance` combines it with the sum rule through `linear_combination`.

```lean
/-- The real part of the CPA equation. -/
lemma re_eq (h : IsCPA p eA eB t E G) :
    G.re = (1 - p) * (denom eA t E G).re / Complex.normSq (denom eA t E G)
      + p * (denom eB t E G).re / Complex.normSq (denom eB t E G) := by
  have hre := congrArg Complex.re h
  simp only [Complex.add_re, Complex.div_re, Complex.ofReal_re, Complex.ofReal_im] at hre
  linear_combination hre

/-- Energy balance: at a CPA solution with `Im G < 0` the energy is `2 t² Re G` plus the average
of the two levels over the weights of the sum rule. -/
theorem energy_balance (hG : G.im < 0) (h : IsCPA p eA eB t E G) :
    E = 2 * t ^ 2 * G.re
      + eA * ((1 - p) * t ^ 2 / Complex.normSq (denom eA t E G))
      + eB * (p * t ^ 2 / Complex.normSq (denom eB t E G)) := by
  have hs := weight_sum_rule hG h
  have hre := re_eq h
  rw [denom_re, denom_re] at hre
  linear_combination (-t ^ 2) * hre - (E - t ^ 2 * G.re) * hs
```

If Im G = 0 were also allowed, the conclusion would fail: at sufficiently high energies the equation has a real solution, the Green function outside the band. The sign itself is a convention, because the equation has real coefficients and the complex conjugate of a solution is again a solution.

## Concentrations as probabilities: 0 ≤ p ≤ 1

Both species enter with non-negative concentration, so inequalities for the separate sites survive the average. For any nonzero complex z,

|z|² + t² − 2t Re z = (t − Re z)² + (Im z)² ≥ 0,

and division by 2|z|² gives

t Re z/|z|² ≤ (1 + t²/|z|²)/2.

Apply this to a with factor 1 − p and to b with factor p, and add:

t Re G ≤ [(1 − p) + p + α + β]/2 = 1.

The single-site inequality is `re_div_le`. In `re_green_le`, the facts `kA` and `kB` are its weighted copies, and `e2` evaluates the sum of their right-hand sides by the sum rule.

```lean
/-- For a nonzero complex number `z`, `t Re z / |z|²` is at most `(1 + t²/|z|²)/2`. -/
lemma re_div_le (t : ℝ) {z : ℂ} (hz : 0 < Complex.normSq z) :
    t * z.re / Complex.normSq z ≤ (1 + t ^ 2 / Complex.normSq z) / 2 := by
  have h0 : 0 ≤ (Complex.normSq z + t ^ 2 - 2 * t * z.re) / Complex.normSq z := by
    apply div_nonneg _ hz.le
    nlinarith [sq_nonneg (t - z.re), sq_nonneg z.im, Complex.normSq_apply z]
  have h1 : (Complex.normSq z + t ^ 2 - 2 * t * z.re) / Complex.normSq z
      = 1 + t ^ 2 / Complex.normSq z - 2 * (t * z.re / Complex.normSq z) := by
    rw [sub_div, add_div, div_self hz.ne']
    ring
  linarith

/-- For `t > 0` and `0 ≤ p ≤ 1`, a CPA solution with `Im G < 0` has `t Re G ≤ 1`. -/
theorem re_green_le (hp0 : 0 ≤ p) (hp1 : p ≤ 1) (ht : 0 < t) (hG : G.im < 0)
    (h : IsCPA p eA eB t E G) : t * G.re ≤ 1 := by
  have hs := weight_sum_rule hG h
  have kA := mul_le_mul_of_nonneg_left (re_div_le t (normSq_denom_pos eA E ht hG))
    (sub_nonneg.2 hp1)
  have kB := mul_le_mul_of_nonneg_left (re_div_le t (normSq_denom_pos eB E ht hG)) hp0
  have e : t * G.re
      = (1 - p) * (t * (denom eA t E G).re / Complex.normSq (denom eA t E G))
        + p * (t * (denom eB t E G).re / Complex.normSq (denom eB t E G)) := by
    linear_combination t * re_eq h
  have e2 : (1 - p) * ((1 + t ^ 2 / Complex.normSq (denom eA t E G)) / 2)
      + p * ((1 + t ^ 2 / Complex.normSq (denom eB t E G)) / 2) = 1 := by
    linear_combination hs / 2
  linarith
```

Without any lower bound on p the result is false. Take p = −3, eA = −1, eB = 0, t = 1 and E = 3. Then G = 7/2 − i√3/2 solves the equation, although E lies above the pure-B edge at 2.

## B has the higher level: eA < eB

The ordering makes eB + 2t the higher of the two pure upper edges, and it makes A weight lower the upper bound on the energy. Inserting β = 1 − α and t Re G ≤ 1 into the energy balance gives

E = 2t(t Re G) + eB − αd ≤ eB + 2t − αd.

It remains to keep α away from zero, uniformly in E and G. There are two cases.

If |b| ≤ t, then Re b ≤ t, and

|a|² = |b|² + 2d Re b + d² ≤ (d + t)²,

so α ≥ (1 − p)t²/(d + t)².

If |b| ≥ t, then β ≤ p, so α ≥ 1 − p. This is at least (1 − p)t²/(d + t)², because t ≤ d + t.

`weight_A_ge` makes the same split with `le_total`, comparing |b|² with t². Its local lemma `le_of_sq_le_sq` turns the bound on (Re b)² into Re b ≤ t. `energy_le` then multiplies the weight bound by d and inserts it into the energy balance.

```lean
/-- For `eA < eB`, `t > 0` and `0 ≤ p ≤ 1`, the A weight of a CPA solution with `Im G < 0` is at
least `(1-p) t²/(eB - eA + t)²`, whatever the energy. -/
theorem weight_A_ge (hAB : eA < eB) (hp0 : 0 ≤ p) (hp1 : p ≤ 1) (ht : 0 < t)
    (hG : G.im < 0) (h : IsCPA p eA eB t E G) :
    (1 - p) * t ^ 2 / (eB - eA + t) ^ 2
      ≤ (1 - p) * t ^ 2 / Complex.normSq (denom eA t E G) := by
  have hs := weight_sum_rule hG h
  have hA := normSq_denom_pos eA E ht hG
  have hB := normSq_denom_pos eB E ht hG
  have hq : 0 ≤ 1 - p := sub_nonneg.2 hp1
  have hd : 0 < eB - eA := sub_pos.2 hAB
  rcases le_total (Complex.normSq (denom eB t E G)) (t ^ 2) with hc | hc
  · -- small B denominator: the modulus of the A denominator is at most eB - eA + t
    apply div_le_div_of_nonneg_left (mul_nonneg hq (sq_nonneg t)) hA
    rw [Complex.normSq_apply, denom_re, denom_im] at hc ⊢
    have hb : E - eB - t ^ 2 * G.re ≤ t := by
      apply le_of_sq_le_sq _ ht.le
      nlinarith [sq_nonneg (t ^ 2 * G.im)]
    nlinarith [mul_le_mul_of_nonneg_left hb hd.le]
  · -- large B denominator: the B weight is at most p
    have h1 : p * t ^ 2 / Complex.normSq (denom eB t E G) ≤ p := by
      rw [div_le_iff₀ hB]
      exact mul_le_mul_of_nonneg_left hc hp0
    have h2 : (1 - p) * t ^ 2 / (eB - eA + t) ^ 2 ≤ 1 - p := by
      rw [div_le_iff₀ (by positivity)]
      exact mul_le_mul_of_nonneg_left (by nlinarith [mul_pos hd ht]) hq
    linarith
where
  le_of_sq_le_sq {x y : ℝ} (hxy : x ^ 2 ≤ y ^ 2) (hy : 0 ≤ y) : x ≤ y := by
    by_contra hn
    nlinarith [not_le.1 hn]

/-- For `eA < eB`, `t > 0` and `0 ≤ p ≤ 1`, every CPA solution with `Im G < 0` has energy at most
`eB + 2t - edgeShift`. -/
theorem energy_le (hAB : eA < eB) (hp0 : 0 ≤ p) (hp1 : p ≤ 1) (ht : 0 < t)
    (hG : G.im < 0) (h : IsCPA p eA eB t E G) :
    E ≤ eB + 2 * t - edgeShift p eA eB t := by
  have hs := weight_sum_rule hG h
  have hE := energy_balance hG h
  have hx := mul_le_mul_of_nonneg_left (re_green_le hp0 hp1 ht hG h) ht.le
  have hw := mul_le_mul_of_nonneg_left (weight_A_ge hAB hp0 hp1 ht hG h) (sub_pos.2 hAB).le
  have e : E = 2 * (t * (t * G.re)) + eB
      - (eB - eA) * ((1 - p) * t ^ 2 / Complex.normSq (denom eA t E G)) := by
    linear_combination hE + eB * hs
  unfold edgeShift
  linarith
```

The strict inequality cannot be relaxed to eA ≤ eB. For equal levels the two fractions merge, the alloy is a pure crystal at every p, and its states reach up to eB + 2t.

## A finite fraction of A sites: p < 1

If a nonzero fraction of the sites is A, then 1 − p > 0 and δ > 0. The derivation needs the strict inequality only here, since the energy bound itself holds at p = 1 with zero shift. In the main theorem `positivity` proves δ > 0, and `energy_le` contradicts any solution above eB + 2t − δ.

```lean
/-- The CPA edge lies strictly inside the pure-B edge: for `eA < eB`, `0 ≤ p < 1` and `t > 0`
there is `δ > 0` such that the CPA equation has no solution with `Im G < 0` at any real energy
above `eB + 2t - δ`. -/
theorem cpa_edge_strictly_inside (hAB : eA < eB) (hp0 : 0 ≤ p) (hp1 : p < 1) (ht : 0 < t) :
    ∃ δ > 0, ∀ E : ℝ, eB + 2 * t - δ < E → ¬ ∃ G : ℂ, G.im < 0 ∧ IsCPA p eA eB t E G := by
  have hd : 0 < eB - eA := sub_pos.2 hAB
  have hq : 0 < 1 - p := sub_pos.2 hp1
  refine ⟨edgeShift p eA eB t, by unfold edgeShift; positivity, ?_⟩
  rintro E hE ⟨G, hG, h⟩
  exact not_le_of_gt hE (energy_le hAB hp0 hp1.le ht hG h)
```

At p = 1 the conclusion fails. The A term disappears and the equation becomes G(E − eB − t²G) = 1. For |E − eB| < 2t it is solved by

G = (E − eB − is)/(2t²),  s = √(4t² − (E − eB)²) > 0,

as follows from

E − eB − t²G = (E − eB + is)/2,

G(E − eB − t²G) = [(E − eB)² + s²]/(4t²) = 1.

Pure B thus has states arbitrarily close to eB + 2t. `pure_B_has_states` builds G from its real part x and imaginary part y, checks the product in `hmul`, and divides.

```lean
/-- For `t > 0` the pure-B crystal (`p = 1`) has a solution with `Im G < 0` at every energy with
`|E - eB| < 2t`. -/
theorem pure_B_has_states (eA : ℝ) (ht : 0 < t) (hE : |E - eB| < 2 * t) :
    ∃ G : ℂ, G.im < 0 ∧ IsCPA 1 eA eB t E G := by
  obtain ⟨hl, hu⟩ := abs_lt.1 hE
  have hpos : 0 < 4 * t ^ 2 - (E - eB) ^ 2 := by nlinarith
  have hs := Real.sq_sqrt hpos.le
  have hs0 := Real.sqrt_pos.2 hpos
  set s := Real.sqrt (4 * t ^ 2 - (E - eB) ^ 2)
  have ht2 : 0 < t ^ 2 := pow_pos ht 2
  obtain ⟨x, hx⟩ : ∃ x : ℝ, t ^ 2 * x = (E - eB) / 2 := ⟨(E - eB) / 2 / t ^ 2, by field_simp⟩
  obtain ⟨y, hy⟩ : ∃ y : ℝ, t ^ 2 * y = -s / 2 := ⟨-s / 2 / t ^ 2, by field_simp⟩
  have hy0 : y < 0 := by
    by_contra hn
    linarith [mul_nonneg ht2.le (not_lt.1 hn)]
  -- the semicircular Green function solves G (E - eB - t² G) = 1
  have hmul : (⟨x, y⟩ : ℂ) * denom eB t E ⟨x, y⟩ = 1 := by
    apply Complex.ext
    · simp only [Complex.mul_re, denom_re, denom_im, Complex.one_re]
      apply mul_left_cancel₀ ht2.ne'
      linear_combination ((E - eB) / 2 - t ^ 2 * x) * hx + (t ^ 2 * y - s / 2) * hy + hs / 4
    · simp only [Complex.mul_im, denom_re, denom_im, Complex.one_im]
      linear_combination (-2 * y) * hx
  refine ⟨⟨x, y⟩, hy0, ?_⟩
  unfold IsCPA
  rw [sub_self, Complex.ofReal_zero, zero_div, zero_add, Complex.ofReal_one]
  exact eq_div_of_mul_eq (right_ne_zero_of_mul_eq_one hmul) hmul
```

Since dt/(d + t)² ≤ 1/4, the value δ of this lower bound is at most t/4; the true shift may be larger. The whole open interval from eB + 2t − δ to eB + 2t therefore lies inside the pure-B band, while the CPA alloy with p < 1 has no states in it.

This matters when a CPA density of states is read near a band edge. In a random alloy on a lattice of finite coordination with p > 0, rare large regions of B sites produce states up to the pure-B edge, the Lifshitz tail. That comparison is physical background; the theorems concern only the single-site, non-interacting CPA equation above. A vanishing CPA density just below the pure-B edge is therefore no evidence that such an alloy has no states there.

The theorems do not locate the CPA edge exactly, treat the lower edge, or show that the solution with Im G < 0 is unique. One explicit alloy containing both species shows that solutions with Im G < 0 do occur. For p = 1/16, eA = −1, eB = 0, t = 1 and E = 3/4, take G = 3/4 − i/2. Then a = 1 + i/2 and b = i/2, so α = 3/4 and β = 1/4. `cpa_solution_witness` verifies the real and imaginary parts of the equation by `norm_num`.

```lean
/-- An alloy with CPA states: for `p = 1/16`, `eA = -1`, `eB = 0`, `t = 1` and `E = 3/4`, the
value `G = 3/4 - i/2` solves the CPA equation. -/
theorem cpa_solution_witness : IsCPA (1 / 16) (-1) 0 1 (3 / 4) ⟨3 / 4, -1 / 2⟩ := by
  unfold IsCPA
  apply Complex.ext
  · simp only [Complex.add_re, Complex.div_re, Complex.ofReal_re, Complex.ofReal_im,
      Complex.normSq_apply, denom_re, denom_im]
    norm_num
  · simp only [Complex.add_im, Complex.div_im, Complex.ofReal_re, Complex.ofReal_im,
      Complex.normSq_apply, denom_re, denom_im]
    norm_num

end

end BetheCPAEdge
```

```lean
#print axioms BetheCPAEdge.cpa_edge_strictly_inside
-- 'BetheCPAEdge.cpa_edge_strictly_inside' depends on axioms: [propext, Classical.choice, Quot.sound]
#print axioms BetheCPAEdge.pure_B_has_states
-- 'BetheCPAEdge.pure_B_has_states' depends on axioms: [propext, Classical.choice, Quot.sound]
```
